# The full width of an exponentially damped phonon line equals its inverse lifetime

Let the amplitude of a phonon mode decay as $e^{-\Gamma t}$ because the excitation scatters out of the mode, and use $1/\Gamma$ as the lifetime of the mode: the result is too long by a factor of two. Take instead the full width $W$ of its spectral line at half maximum, in angular frequency and free of any other broadening, and use $1/(2W)$: the result is too short by the same factor. In the relaxation-time approximation a mode contributes to the thermal conductivity in proportion to its lifetime, so either slip passes straight into the conductivity. The relations below fix the factors for a single mode whose amplitude decays exponentially with a constant $\Gamma$.

## Lifetime and line shape from one decaying amplitude

Let the mode have angular frequency $\omega_0$ and damping constant $\Gamma>0$, and let its amplitude at time $t\ge 0$ be

$$G(t)=e^{-i\omega_0 t-\Gamma t}.$$

The constant $\Gamma$ stands for the loss of amplitude through scattering out of the mode, for instance by anharmonic coupling to other phonons. Here it is a given number.

Define the lifetime $\tau$ and the line shape $A(\omega)$ by

$$\tau=\int_0^\infty |G(t)|^2\,dt,\qquad A(\omega)=\mathrm{Re}\int_0^\infty e^{i\omega t}G(t)\,dt .$$

The first integral deserves the name lifetime. If $p(t)=|G(t)|^2$ is the probability that the excitation has survived until $t$, it decays between $t$ and $t+dt$ with probability $-p'(t)\,dt$, and integrating by parts turns the mean decay time $\int_0^\infty t\,(-p'(t))\,dt$ into $\int_0^\infty p(t)\,dt$.

The claim is that $\tau=1/(2\Gamma)$, that $A$ is a Lorentzian centred at $\omega_0$, and that its full width at half maximum is $2\Gamma=1/\tau$.

**The lifetime.** Since $|e^z|=e^{\mathrm{Re}\,z}$, the modulus of $G(t)$ is $e^{-\Gamma t}$ and its square is $e^{-2\Gamma t}$. Therefore

$$\tau=\int_0^\infty e^{-2\Gamma t}\,dt=\left[-\frac{e^{-2\Gamma t}}{2\Gamma}\right]_0^\infty=\frac{1}{2\Gamma}.$$

**The line shape.** The two exponentials under the Fourier integral combine into $e^{at}$ with $a=i(\omega-\omega_0)-\Gamma$. Because $|e^{at}|=e^{-\Gamma t}$, the upper limit contributes nothing, and

$$\int_0^\infty e^{at}\,dt=-\frac1a=\frac{1}{\Gamma-i(\omega-\omega_0)}=\frac{\Gamma+i(\omega-\omega_0)}{(\omega-\omega_0)^2+\Gamma^2}.$$

The real part is

$$A(\omega)=\frac{\Gamma}{(\omega-\omega_0)^2+\Gamma^2}.$$

**The peak.** At $\omega=\omega_0$ the height is $\Gamma/\Gamma^2=1/\Gamma$. At any other frequency the denominator exceeds $\Gamma^2$, so the line is strictly lower.

**The width.** Half the maximum is $1/(2\Gamma)$. Both denominators are positive, so cross-multiplication gives

$$A(\omega)\ge\frac{1}{2\Gamma}\iff 2\Gamma^2\ge(\omega-\omega_0)^2+\Gamma^2\iff(\omega-\omega_0)^2\le\Gamma^2\iff|\omega-\omega_0|\le\Gamma .$$

Equality holds exactly at $\omega=\omega_0\pm\Gamma$. The line is thus at least half as high as its peak on the interval $[\omega_0-\Gamma,\ \omega_0+\Gamma]$, whose length is $2\Gamma=1/\tau$.

**Two decay channels.** If two channels have damping constants $\Gamma_1$ and $\Gamma_2$ that add, the inverse lifetime is $2(\Gamma_1+\Gamma_2)=2\Gamma_1+2\Gamma_2$, the sum of the two separate inverse lifetimes. This is Matthiessen's rule.

## Amplitude, lifetime, line shape and width as Lean definitions

The development uses Mathlib's integration theory and its complex exponential.

```lean
import Mathlib

open MeasureTheory Set

namespace PhononLinewidth

noncomputable section
```

The amplitude is a complex-valued function of three real numbers. The minus sign in front of $i\omega_0 t$ fixes the time convention.

```lean
/-- Amplitude at time `t` of a phonon mode with frequency `ω₀` and damping constant `Γ`. -/
def propagator (ω₀ Γ t : ℝ) : ℂ :=
  Complex.exp (-Complex.I * ω₀ * t - Γ * t)
```

The formula makes sense for every real `t`, and the restriction to positive times enters through the domain of integration. `Ioi (0 : ℝ)` is the open half-line $t>0$; leaving out the single point $t=0$ does not change an integral.

```lean
/-- Lifetime of the mode: the integral of its survival probability over positive times,
for `Γ > 0`. -/
def lifetime (ω₀ Γ : ℝ) : ℝ :=
  ∫ t in Ioi (0 : ℝ), ‖propagator ω₀ Γ t‖ ^ 2
```

The Fourier integral carries $e^{+i\omega t}$, which places the resonance at $+\omega_0$.

```lean
/-- One-sided Fourier integral of the amplitude at frequency `ω`, for `Γ > 0`. -/
def response (ω₀ Γ ω : ℝ) : ℂ :=
  ∫ t in Ioi (0 : ℝ), Complex.exp (Complex.I * ω * t) * propagator ω₀ Γ t
```

The line shape is the real part of that integral, with no prefactor such as $1/\pi$. A positive constant prefactor would change the height of the line and leave its width alone.

```lean
/-- Line shape of the mode: the real part of the one-sided Fourier integral, for `Γ > 0`. -/
def lineShape (ω₀ Γ ω : ℝ) : ℝ :=
  (response ω₀ Γ ω).re
```

The width is defined for a general function `A`, without reference to a Lorentzian or to $\Gamma$. The supremum `⨆ v, A v` is the maximum height, `volume` is length on the real line, and `toReal` turns that length into an ordinary real number. For a line with several separated peaks this definition would add up the lengths of all the parts above half maximum; for a single peak it is the usual full width.

```lean
/-- Full width at half maximum of a bounded line shape `A`: the length of the set of frequencies at
which `A` is at least half its supremum, provided that this length is finite. -/
def fullWidth (A : ℝ → ℝ) : ℝ :=
  (volume {ω | (⨆ v, A v) / 2 ≤ A ω}).toReal
```

Neither the lifetime nor the width is defined by its closed form, so the relation between them has to be proved from two separate definitions.

## Exponential survival and the lifetime $1/(2\Gamma)$

The first theorem says that $|G(t)|^2=e^{-2\Gamma t}$. It needs no sign condition on `Γ` or `t`.

```lean
/-- The squared modulus of the amplitude is `exp (-2Γt)`; for `Γ > 0` and `t ≥ 0` this is the
survival probability of the mode. -/
theorem survival_probability (ω₀ Γ t : ℝ) :
    ‖propagator ω₀ Γ t‖ ^ 2 = Real.exp (-(2 * Γ) * t) := by
  have h : (-Complex.I * ω₀ * t - Γ * t : ℂ).re = -(Γ * t) := by simp
  rw [propagator, Complex.norm_exp, h, ← Real.exp_nat_mul]
  congr 1
  push_cast
  ring
```

The auxiliary statement `h` computes the real part of the exponent, and `Complex.norm_exp` is the rule $|e^z|=e^{\mathrm{Re}\,z}$. The square is then absorbed into the exponent as a factor of two.

The positivity of `Γ` comes in with the integral over all positive times, as the hypothesis `hΓ`.

```lean
/-- For `Γ > 0` the lifetime is `1 / (2Γ)`. -/
theorem lifetime_eq (ω₀ : ℝ) {Γ : ℝ} (hΓ : 0 < Γ) :
    lifetime ω₀ Γ = 1 / (2 * Γ) := by
  unfold lifetime
  simp_rw [survival_probability]
  rw [integral_exp_mul_Ioi (by linarith : -(2 * Γ) < 0), mul_zero, Real.exp_zero,
    neg_div_neg_eq]
```

After the integrand has been replaced by the real exponential, `integral_exp_mul_Ioi` evaluates the integral for a negative rate, here $-2\Gamma$. What remains is the value at the lower limit, $-1/(-2\Gamma)$, and the two signs cancel.

## The Fourier integral and its Lorentzian real part

The next theorem evaluates the complex integral as $1/(\Gamma-i(\omega-\omega_0))$.

```lean
/-- For `Γ > 0` the one-sided Fourier integral has the closed form `1 / (Γ - i(ω - ω₀))`. -/
theorem response_eq (ω₀ ω : ℝ) {Γ : ℝ} (hΓ : 0 < Γ) :
    response ω₀ Γ ω = 1 / ((Γ : ℂ) - Complex.I * (ω - ω₀)) := by
  -- the two exponentials combine into a single decaying one
  have h : ∀ t : ℝ, Complex.exp (Complex.I * ω * t) * propagator ω₀ Γ t
      = Complex.exp ((Complex.I * (ω - ω₀) - Γ) * t) := by
    intro t
    rw [propagator, ← Complex.exp_add]
    congr 1
    ring
  have hre : (Complex.I * ((ω : ℂ) - ω₀) - Γ).re < 0 := by simpa using hΓ
  unfold response
  simp_rw [h]
  rw [integral_exp_mul_complex_Ioi hre, Complex.ofReal_zero, mul_zero, Complex.exp_zero,
    ← neg_div_neg_eq, neg_neg, neg_sub]
```

Here `h` combines the two exponentials into $e^{at}$, and `hre` records that $\mathrm{Re}\,a=-\Gamma$ is negative, which is what makes the integral converge. The lemma `integral_exp_mul_complex_Ioi` then supplies $-1/a$, and the last rewrites bring the sign into the denominator.

The real part follows from $\mathrm{Re}(1/z)=\mathrm{Re}\,z/|z|^2$ with $z=\Gamma-i(\omega-\omega_0)$.

```lean
/-- For `Γ > 0` the line shape is the Lorentzian `Γ / ((ω - ω₀)² + Γ²)`. -/
theorem lineShape_eq (ω₀ ω : ℝ) {Γ : ℝ} (hΓ : 0 < Γ) :
    lineShape ω₀ Γ ω = Γ / ((ω - ω₀) ^ 2 + Γ ^ 2) := by
  have hre : ((Γ : ℂ) - Complex.I * (ω - ω₀)).re = Γ := by simp
  have him : ((Γ : ℂ) - Complex.I * (ω - ω₀)).im = -(ω - ω₀) := by simp
  rw [lineShape, response_eq ω₀ ω hΓ, one_div, Complex.inv_re, Complex.normSq_apply,
    hre, him]
  congr 1
  ring
```

The statements `hre` and `him` give the real and imaginary parts of $z$, so that $|z|^2$ becomes $\Gamma^2+(\omega-\omega_0)^2$. This is the calculation done above by multiplying with the complex conjugate.

## Peak height and half-maximum points

The peak theorem has two parts: the height at `ω₀` is $1/\Gamma$, and every other frequency gives a strictly smaller value.

```lean
/-- For `Γ > 0` the line has height `1 / Γ` at `ω₀` and is strictly lower at every other
frequency. -/
theorem lineShape_peak (ω₀ : ℝ) {Γ : ℝ} (hΓ : 0 < Γ) :
    lineShape ω₀ Γ ω₀ = 1 / Γ ∧ ∀ ω, ω ≠ ω₀ → lineShape ω₀ Γ ω < 1 / Γ := by
  constructor
  · have h : (ω₀ - ω₀) ^ 2 + Γ ^ 2 = Γ * Γ := by ring
    rw [lineShape_eq ω₀ ω₀ hΓ, h]
    field_simp
  · intro ω hω
    have h : 0 < (ω - ω₀) ^ 2 := by
      have := sub_ne_zero.2 hω
      positivity
    rw [lineShape_eq ω₀ ω hΓ, div_lt_div_iff₀ (by positivity) hΓ]
    nlinarith
```

For the second part, `h` says that $(\omega-\omega_0)^2$ is positive when $\omega\ne\omega_0$. Cross-multiplying the positive denominators reduces the claim to $\Gamma^2<(\omega-\omega_0)^2+\Gamma^2$.

The half-maximum points are characterised by an equivalence: the line has half its height at `ω₀` if and only if `ω` is one of the two stated frequencies.

```lean
/-- For `Γ > 0` the line is at half its peak height exactly at `ω₀ - Γ` and `ω₀ + Γ`. -/
theorem half_maximum_iff (ω₀ ω : ℝ) {Γ : ℝ} (hΓ : 0 < Γ) :
    lineShape ω₀ Γ ω = lineShape ω₀ Γ ω₀ / 2 ↔ ω = ω₀ - Γ ∨ ω = ω₀ + Γ := by
  have hD : (ω - ω₀) ^ 2 + Γ ^ 2 ≠ 0 := by positivity
  have h2 : Γ * 2 ≠ 0 := by positivity
  rw [(lineShape_peak ω₀ hΓ).1, lineShape_eq ω₀ ω hΓ, div_div, div_eq_div_iff hD h2]
  constructor
  · intro h
    have hprod : (ω - (ω₀ - Γ)) * (ω - (ω₀ + Γ)) = 0 := by linear_combination -h
    rcases mul_eq_zero.1 hprod with h | h
    · left
      linarith
    · right
      linarith
  · rintro (h | h) <;> rw [h] <;> ring
```

In the forward direction, cross-multiplication gives $(\omega-\omega_0)^2=\Gamma^2$, which `hprod` states in factored form:

$$\bigl(\omega-(\omega_0-\Gamma)\bigr)\bigl(\omega-(\omega_0+\Gamma)\bigr)=0.$$

One of the factors must vanish. The backward direction is substitution.

For the width, the whole set of frequencies above half maximum is needed as well as its end points. The following theorem identifies that set with the closed interval `Icc (ω₀ - Γ) (ω₀ + Γ)`.

```lean
/-- For `Γ > 0` the frequencies at which the line is at least half as high as at `ω₀` form
the closed interval from `ω₀ - Γ` to `ω₀ + Γ`. -/
theorem half_maximum_band (ω₀ : ℝ) {Γ : ℝ} (hΓ : 0 < Γ) :
    {ω | lineShape ω₀ Γ ω₀ / 2 ≤ lineShape ω₀ Γ ω} = Icc (ω₀ - Γ) (ω₀ + Γ) := by
  ext ω
  rw [Set.mem_ofPred_eq, mem_Icc, (lineShape_peak ω₀ hΓ).1, lineShape_eq ω₀ ω hΓ, div_div,
    div_le_div_iff₀ (by positivity) (by positivity)]
  constructor
  · intro h
    have hsq : (ω - ω₀) ^ 2 ≤ Γ ^ 2 := by nlinarith
    have hab := abs_le_of_sq_le_sq' hsq hΓ.le
    exact ⟨by linarith [hab.1], by linarith [hab.2]⟩
  · rintro ⟨h1, h2⟩
    nlinarith [mul_nonneg (sub_nonneg.2 h1) (sub_nonneg.2 h2)]
```

From left to right, the inequality between the fractions becomes $(\omega-\omega_0)^2\le\Gamma^2$, and `abs_le_of_sq_le_sq'` turns this into $-\Gamma\le\omega-\omega_0\le\Gamma$. From right to left, the distances from $\omega$ to the two ends of the interval are non-negative, so their product $\Gamma^2-(\omega-\omega_0)^2$ is non-negative too.

## Width equals inverse lifetime

The main theorem states both equalities for the width: it is $2\Gamma$, and it is `1 / lifetime ω₀ Γ`.

```lean
/-- For `Γ > 0` the full width at half maximum of the phonon line is `2Γ`, and it equals the
inverse lifetime. -/
theorem fullWidth_eq_inverse_lifetime (ω₀ : ℝ) {Γ : ℝ} (hΓ : 0 < Γ) :
    fullWidth (lineShape ω₀ Γ) = 2 * Γ ∧
      fullWidth (lineShape ω₀ Γ) = 1 / lifetime ω₀ Γ := by
  -- the supremum of the line is its value at resonance
  have hmax : (⨆ v, lineShape ω₀ Γ v) = lineShape ω₀ Γ ω₀ := by
    refine IsGreatest.csSup_eq ⟨⟨ω₀, rfl⟩, ?_⟩
    rintro _ ⟨v, rfl⟩
    by_cases hv : v = ω₀
    · rw [hv]
    · rw [(lineShape_peak ω₀ hΓ).1]
      exact ((lineShape_peak ω₀ hΓ).2 v hv).le
  have hwidth : fullWidth (lineShape ω₀ Γ) = 2 * Γ := by
    rw [fullWidth, hmax, half_maximum_band ω₀ hΓ, Real.volume_Icc,
      ENNReal.toReal_ofReal (by linarith)]
    ring
  exact ⟨hwidth, by rw [hwidth, lifetime_eq ω₀ hΓ, one_div_one_div]⟩
```

The step `hmax` connects the general definition of the width with the results about the peak. That definition refers to the supremum over all frequencies, whereas the interval was found relative to the height at `ω₀`. The peak theorem shows that the value at `ω₀` is attained and is an upper bound, so the two agree. The width is then the length of the interval, $(\omega_0+\Gamma)-(\omega_0-\Gamma)=2\Gamma$, and inserting $\tau=1/(2\Gamma)$ gives the second equality.

The last theorem concerns two channels with positive damping constants `Γ₁` and `Γ₂`.

```lean
/-- Matthiessen's rule: when the positive damping constants of two decay channels add, the
inverse lifetimes add. -/
theorem matthiessen_rule (ω₀ : ℝ) {Γ₁ Γ₂ : ℝ} (h₁ : 0 < Γ₁) (h₂ : 0 < Γ₂) :
    1 / lifetime ω₀ (Γ₁ + Γ₂) = 1 / lifetime ω₀ Γ₁ + 1 / lifetime ω₀ Γ₂ := by
  rw [lifetime_eq ω₀ (add_pos h₁ h₂), lifetime_eq ω₀ h₁, lifetime_eq ω₀ h₂,
    one_div_one_div, one_div_one_div, one_div_one_div]
  ring

end

end PhononLinewidth
```

The proof inserts the closed form of the lifetime three times. The physical content lies in the argument `Γ₁ + Γ₂`: that the damping constants add is put in as an assumption. It stands for scattering mechanisms that act independently, as they do when their rates are summed in lowest-order perturbation theory.

```lean
#print axioms PhononLinewidth.half_maximum_iff
#print axioms PhononLinewidth.fullWidth_eq_inverse_lifetime
#print axioms PhononLinewidth.matthiessen_rule
```

```
'PhononLinewidth.half_maximum_iff' depends on axioms: [propext, Classical.choice, Quot.sound]
'PhononLinewidth.fullWidth_eq_inverse_lifetime' depends on axioms: [propext, Classical.choice, Quot.sound]
'PhononLinewidth.matthiessen_rule' depends on axioms: [propext, Classical.choice, Quot.sound]
```

## Where a constant damping stops being enough

The model describes one isolated mode with purely exponential decay. A perturbative calculation of phonon scattering generally yields a damping that depends on frequency, together with a frequency shift. Replacing it by one number is reasonable when it varies little across the line, with $\omega_0$ understood as the shifted frequency. When it varies strongly, the line need not be Lorentzian, and a single width no longer describes the decay.

The amplitude also contains only the resonance at $+\omega_0$. The displacement response of a real oscillator has a partner at $-\omega_0$, which matters little near the peak when $\Gamma\ll\omega_0$ and becomes important for heavily damped modes. The theorems themselves place no condition on the size or sign of $\omega_0$.

A measured line may in addition be broadened by the instrument, by a spread of mode frequencies across an inhomogeneous sample, or by pure dephasing, which disturbs the phase of the mode without removing the excitation. Its full width is then not the inverse lifetime of the mode until those contributions have been removed.
